# Along a continuous eigenstate in a finite basis, the band velocity is the bare term plus the expectation value of the potential's $k$-derivative

The Hamiltonian is taken as a Hermitian matrix $H(k)=T(k)+W(k)$, with a bare part $T$ and a potential $W$ that are both differentiable in $k$, in a finite orthonormal basis that stays fixed as $k$ varies, so differentiating an operator means differentiating its entries. The eigenvector $u(k)$ is assumed continuous and normalised at the wave number of interest; its differentiability is not assumed. With $\hbar=1$, the band velocity is $E'(k)$; the bare term is $\langle u,T'u\rangle$.

```lean
import Mathlib

open Matrix Topology Filter
open Complex (I exp)

namespace NonlocalBandVelocity

noncomputable section

variable {n : Type*} [Fintype n]
```

The type `n` labels the basis states.

```lean
/-- The expectation value `⟨v, A v⟩` of a matrix `A` in the state `v`. -/
def expect (v : n → ℂ) (A : Matrix n n ℂ) : ℂ := star v ⬝ᵥ A *ᵥ v
```

This is $\langle v,Av\rangle=\sum_{ij}\bar v_iA_{ij}v_j$: `star` conjugates, `*ᵥ` applies a matrix to a vector, and `⬝ᵥ` sums products of entries. It is the expectation value when $v$ is normalised.

## An energy difference without differentiating the state

```lean
/-- For eigenvectors `v` of a Hermitian `H` and `w` of `K`, with real eigenvalues `e` and `f`,
the energy difference times the overlap is the matrix element of `K - H`. -/
theorem energy_difference {H K : Matrix n n ℂ} (hH : H.IsHermitian) {e f : ℝ} {v w : n → ℂ}
    (hv : H *ᵥ v = (e : ℂ) • v) (hw : K *ᵥ w = (f : ℂ) • w) :
    ((f : ℂ) - e) * (star v ⬝ᵥ w) = star v ⬝ᵥ (K - H) *ᵥ w := by
  -- Hermiticity lets `H` act to the left
  have hl : star v ᵥ* H = (e : ℂ) • star v := by
    have h := congrArg star hv
    rw [Matrix.star_mulVec, hH.eq] at h
    rw [h]
    funext i
    simp
  have h1 : star v ⬝ᵥ H *ᵥ w = e * (star v ⬝ᵥ w) := by
    rw [Matrix.dotProduct_mulVec, hl, smul_dotProduct, smul_eq_mul]
  rw [Matrix.sub_mulVec, dotProduct_sub, h1, hw, dotProduct_smul, smul_eq_mul]
  ring
```

Let $Hv=ev$ and $Kw=fw$, with $H$ Hermitian and $e,f$ real. Then $\langle v,Kw\rangle=f\langle v,w\rangle$. Letting $H$ act to the left gives $\langle v,Hw\rangle=e\langle v,w\rangle$, which is step `h1`. Subtracting,

$$(f-e)\langle v,w\rangle=\langle v,(K-H)w\rangle .$$

```lean
/-- Let `T + W` be Hermitian at `k`, with `T` and `W` differentiable there, and let `u` be an
eigenvector family with real energy `E`, continuous and normalised at `k`. Then `E` is
differentiable at `k`, with derivative `⟨u, T' u⟩ + ⟨u, W' u⟩`. -/
theorem band_velocity {T W : ℝ → Matrix n n ℂ} {T' W' : Matrix n n ℂ} {u : ℝ → n → ℂ}
    {E : ℝ → ℝ} {k : ℝ} (hH : (T k + W k).IsHermitian)
    (hT : ∀ i j, HasDerivAt (fun q => T q i j) (T' i j) k)
    (hW : ∀ i j, HasDerivAt (fun q => W q i j) (W' i j) k)
    (hu : ContinuousAt u k) (hn : star (u k) ⬝ᵥ u k = 1)
    (hE : ∀ q, (T q + W q) *ᵥ u q = (E q : ℂ) • u q) :
    ∃ v : ℝ, HasDerivAt E v k ∧ (v : ℂ) = expect (u k) T' + expect (u k) W' := by
  have huj : ∀ j, Tendsto (fun q => u q j) (𝓝[≠] k) (𝓝 (u k j)) := fun j =>
    (tendsto_pi_nhds.1 hu.tendsto j).mono_left nhdsWithin_le_nhds
  -- the overlap with the state at `k` tends to one
  have hc : Tendsto (fun q => star (u k) ⬝ᵥ u q) (𝓝[≠] k) (𝓝 (star (u k) ⬝ᵥ u k)) := by
    simp only [dotProduct]
    exact tendsto_finsetSum _ fun i _ => (huj i).const_mul _
  rw [hn] at hc
  -- the matrix element of the difference quotient converges
  have hN : Tendsto (fun q => ∑ i, star (u k) i * ∑ j,
      (slope (fun p => T p i j) k q + slope (fun p => W p i j) k q) * u q j) (𝓝[≠] k)
      (𝓝 (∑ i, star (u k) i * ∑ j, (T' i j + W' i j) * u k j)) :=
    tendsto_finsetSum _ fun i _ => Tendsto.const_mul _ (tendsto_finsetSum _ fun j _ =>
      ((hasDerivAt_iff_tendsto_slope.1 (hT i j)).add
        (hasDerivAt_iff_tendsto_slope.1 (hW i j))).mul (huj j))
  have hz : HasDerivAt (fun q => (E q : ℂ)) (expect (u k) T' + expect (u k) W') k := by
    rw [hasDerivAt_iff_tendsto_slope]
    have hval : (∑ i, star (u k) i * ∑ j, (T' i j + W' i j) * u k j) / 1
        = expect (u k) T' + expect (u k) W' := by
      simp only [expect, dotProduct, Matrix.mulVec, div_one, add_mul,
        Finset.sum_add_distrib, mul_add]
    rw [← hval]
    refine (hN.div hc one_ne_zero).congr' ?_
    filter_upwards [hc.eventually_ne one_ne_zero] with q hq
    refine (div_eq_iff hq).2 ?_
    have h := energy_difference hH (hE k) (hE q)
    simp only [slope_def_module, Complex.real_smul]
    rw [mul_assoc, h]
    simp only [dotProduct, Matrix.mulVec, Matrix.sub_apply, Matrix.add_apply, Finset.mul_sum]
    refine Finset.sum_congr rfl fun i _ => Finset.sum_congr rfl fun j _ => ?_
    ring
  -- a real function has a real derivative
  have hr : HasDerivAt E (expect (u k) T' + expect (u k) W').re k :=
    Complex.reCLM.hasFDerivAt.comp_hasDerivAt k hz
  exact ⟨_, hr, hr.ofReal_comp.unique hz⟩
```

`HasDerivAt f f' k` says that $f$ is differentiable at $k$ with derivative $f'$. The eigenvalue equation holds at every $q$ with real $E(q)$; Hermiticity of the sum and normalisation are needed only at $k$. The conclusion supplies a real $v=E'(k)$ with

$$v=\langle u,T'u\rangle+\langle u,W'u\rangle .$$

By hand, apply the previous identity at $k$ and $q$, then divide by $q-k$ and by the overlap:

$$\frac{E(q)-E(k)}{q-k}=\frac{\left\langle u(k),\dfrac{H(q)-H(k)}{q-k}\,u(q)\right\rangle}{\langle u(k),u(q)\rangle}.$$

As $q\to k$, the denominator tends to $1$ (`hc`) and the numerator to $\langle u,(T'+W')u\rangle$ (`hN`). Near $k$ the overlap is nonzero, so the division is allowed. Taking real parts gives the derivative of $E$ as a real function, and uniqueness of derivatives shows that the sum of expectation values is real.

For a single basis state, $E=T+W$ near $k$, and the formula reduces to $E'=T'+W'$.

```lean
/-- Under the hypotheses of `band_velocity`, the bare term `⟨u, T' u⟩` equals the band velocity
exactly when `⟨u, W' u⟩` vanishes. -/
theorem bare_velocity_iff {T W : ℝ → Matrix n n ℂ} {T' W' : Matrix n n ℂ} {u : ℝ → n → ℂ}
    {E : ℝ → ℝ} {k v : ℝ} (hH : (T k + W k).IsHermitian)
    (hT : ∀ i j, HasDerivAt (fun q => T q i j) (T' i j) k)
    (hW : ∀ i j, HasDerivAt (fun q => W q i j) (W' i j) k)
    (hu : ContinuousAt u k) (hn : star (u k) ⬝ᵥ u k = 1)
    (hE : ∀ q, (T q + W q) *ᵥ u q = (E q : ℂ) • u q) (hv : HasDerivAt E v k) :
    (v : ℂ) = expect (u k) T' ↔ expect (u k) W' = 0 := by
  obtain ⟨v', hv', e⟩ := band_velocity hH hT hW hu hn hE
  rw [hv.unique hv', e]
  exact ⟨fun h => by linear_combination h, fun h => by linear_combination h⟩
```

Since $v-\langle u,T'u\rangle=\langle u,W'u\rangle$, the bare term equals the velocity exactly when the right-hand side is zero. When $T(k)=(p+k)^2/2m$ is the kinetic energy acting on the periodic part of a Bloch state, $T'=(p+k)/m$ represents the momentum operator on the full Bloch state, divided by the mass; the theorem accepts any differentiable $T$.

## The commutator with position

```lean
variable [DecidableEq n]

/-- The position matrix `X`, diagonal with the site coordinates `x`. -/
def position (x : n → ℝ) : Matrix n n ℂ := diagonal fun i => (x i : ℂ)
```

$X$ is diagonal, with real site coordinates $x_i$.

```lean
/-- The potential `exp(-ikX) V exp(ikX)` seen by the periodic part of a Bloch state,
written by its entries. -/
def dressed (x : n → ℝ) (V : Matrix n n ℂ) (k : ℝ) : Matrix n n ℂ :=
  Matrix.of fun i j => exp (-(I * ((x i : ℂ) - x j)) * k) * V i j
```

The entries are $W_{ij}(k)=e^{-i(x_i-x_j)k}V_{ij}$, that is, $W=e^{-ikX}Ve^{ikX}$. This finite model gives each pair of sites a single displacement $x_i-x_j$. In a crystal, the matrix element between two sites of the cell is a sum over the lattice images of one of them, each with its own displacement in the phase.

```lean
/-- The dressed potential `W` has the derivative `-i[X, W]` with respect to `k`. -/
theorem dressed_hasDerivAt (x : n → ℝ) (V : Matrix n n ℂ) (k : ℝ) (i j : n) :
    HasDerivAt (fun q => dressed x V q i j)
      (((-I) • (position x * dressed x V k - dressed x V k * position x)) i j) k := by
  have h0 : HasDerivAt (fun q : ℝ => (q : ℂ)) 1 k := by
    simpa using (hasDerivAt_id k).ofReal_comp
  have h1 := ((h0.const_mul (-(I * ((x i : ℂ) - x j)))).cexp).mul_const (V i j)
  refine h1.congr_deriv ?_
  simp only [Matrix.smul_apply, Matrix.sub_apply, position, Matrix.diagonal_mul,
    Matrix.mul_diagonal, dressed, Matrix.of_apply, smul_eq_mul]
  ring
```

Differentiating the phase gives $W'_{ij}=-i(x_i-x_j)W_{ij}$. Because $X$ is diagonal, this is the $ij$ entry of $-i[X,W]$.

```lean
/-- For a dressed potential `W`, under the hypotheses of `band_velocity`, the band velocity is
`⟨u, T' u⟩` plus the expectation value of `-i[X, W]`. -/
theorem commutator_velocity {T : ℝ → Matrix n n ℂ} {T' V : Matrix n n ℂ} {x : n → ℝ}
    {u : ℝ → n → ℂ} {E : ℝ → ℝ} {k : ℝ} (hH : (T k + dressed x V k).IsHermitian)
    (hT : ∀ i j, HasDerivAt (fun q => T q i j) (T' i j) k)
    (hu : ContinuousAt u k) (hn : star (u k) ⬝ᵥ u k = 1)
    (hE : ∀ q, (T q + dressed x V q) *ᵥ u q = (E q : ℂ) • u q) :
    ∃ v : ℝ, HasDerivAt E v k ∧ (v : ℂ) = expect (u k) T' +
      expect (u k) ((-I) • (position x * dressed x V k - dressed x V k * position x)) :=
  band_velocity hH hT (dressed_hasDerivAt x V k) hu hn hE
```

Inserting this derivative into `band_velocity` gives

$$E'=\langle u,T'u\rangle+\langle u,-i[X,W]u\rangle .$$

In a plane-wave calculation with a norm-conserving nonlocal pseudopotential, non-interacting bands and a fixed set of plane waves, the correction appears as the $k$-derivative of the potential's matrix elements, added to the momentum term. Away from band degeneracies, a finite difference of the band energies, taken with the same plane waves and the same self-consistent potential, tests the sum.

```lean
/-- A potential that is diagonal in position is unchanged by the dressing, and its commutator
with position vanishes. -/
theorem local_potential (x : n → ℝ) (d : n → ℂ) (k : ℝ) :
    dressed x (diagonal d) k = diagonal d ∧
      position x * diagonal d - diagonal d * position x = 0 := by
  constructor
  · ext i j
    by_cases h : i = j
    · subst h
      simp [dressed]
    · simp [dressed, h]
  · rw [position, diagonal_mul_diagonal, diagonal_mul_diagonal]
    simp [mul_comm]
```

If $V_{ij}=d_i\delta_{ij}$, the phases cancel on the diagonal and $X$ commutes with $V$. A local potential therefore adds no correction.

## A two-site band with no bare velocity

```lean
/-- The hopping matrix between two sites, with unit amplitude. -/
def hop : Matrix (Fin 2) (Fin 2) ℂ := !![0, 1; 1, 0]
```

The hopping amplitude sets the unit of energy. The example below is a toy model that isolates the correction: one copy of this matrix is held constant by hand as $T$, and another is dressed as the potential. Dressing both with the same site coordinates would give the energies $\pm2$ at every $k$.

```lean
/-- A two-site Bloch vector with equal weights and relative phase `k/2`. -/
def cellState (k : ℝ) : Fin 2 → ℂ := ![(1 + I) / 2 * exp (I * k / 2), (1 + I) / 2]
```

The state is $u=\frac{1+i}{2}(e^{ik/2},1)$. Each component has squared modulus $1/2$.

```lean
/-- The chain with constant `T = hop` and dressed potential built from `hop`, with sites at 0
and 1, is Hermitian and has the continuous, normalised eigenvector `cellState` with energy
`2 cos(k/2)`. -/
theorem band_velocity_witness (k : ℝ) :
    (hop + dressed ![0, 1] hop k).IsHermitian ∧ ContinuousAt cellState k ∧
      star (cellState k) ⬝ᵥ cellState k = 1 ∧
      (hop + dressed ![0, 1] hop k) *ᵥ cellState k
        = ((2 * Real.cos (k / 2) : ℝ) : ℂ) • cellState k := by
  have hD : dressed ![0, 1] hop k = !![0, exp (I * k); exp (-(I * k)), 0] := by
    ext i j
    fin_cases i <;> fin_cases j <;> simp [dressed, hop]
  have hab : exp (-(I * k / 2)) * exp (I * k / 2) = 1 := by
    rw [← Complex.exp_add, neg_add_cancel, Complex.exp_zero]
  refine ⟨?_, ?_, ?_, ?_⟩
  · rw [hD]
    refine Matrix.IsHermitian.ext fun i j => ?_
    fin_cases i <;> fin_cases j <;> simp [hop, ← Complex.exp_conj]
  · refine (continuous_pi (Fin.forall_fin_two.2 ⟨?_, ?_⟩)).continuousAt
    · change Continuous fun q : ℝ => (1 + I) / 2 * exp (I * q / 2)
      fun_prop
    · exact continuous_const
  · have ha : (starRingEnd ℂ) (exp (I * k / 2)) = exp (-(I * k / 2)) := by
      rw [← Complex.exp_conj]
      congr 1
      simp [neg_div, map_ofNat (starRingEnd ℂ) 2]
    simp only [cellState, dotProduct, Fin.sum_univ_two, Pi.star_apply, Matrix.cons_val_zero,
      Matrix.cons_val_one, Complex.star_def, map_mul, map_div₀, map_add, map_one,
      Complex.conj_I, map_ofNat, ha]
    linear_combination (1 - I ^ 2) / 4 * hab - 1 / 2 * Complex.I_sq
  · -- write everything in the half-angle phases
    have hcos : ((2 * Real.cos (k / 2) : ℝ) : ℂ) = exp (I * k / 2) + exp (-(I * k / 2)) := by
      have e1 : (k : ℂ) / 2 * I = I * k / 2 := by ring
      have e2 : -((k : ℂ) / 2) * I = -(I * k / 2) := by ring
      rw [Complex.ofReal_mul, Complex.ofReal_cos, Complex.cos]
      push_cast
      rw [e1, e2]
      ring
    have h2a : exp (I * k) = exp (I * k / 2) * exp (I * k / 2) := by
      rw [← Complex.exp_add]
      congr 1
      ring
    have h2b : exp (-(I * k)) = exp (-(I * k / 2)) * exp (-(I * k / 2)) := by
      rw [← Complex.exp_add]
      congr 1
      ring
    rw [hD, hcos, h2a, h2b]
    simp only [cellState]
    generalize exp (-(I * k / 2)) = b at hab ⊢
    generalize exp (I * k / 2) = a at hab ⊢
    funext i
    fin_cases i
    · simp [hop, Matrix.mulVec, dotProduct, Fin.sum_univ_two]
      linear_combination (-(1 + I) / 2) * hab
    · simp [hop, Matrix.mulVec, dotProduct, Fin.sum_univ_two]
      linear_combination ((1 + I) / 2 * b) * hab
```

With sites at $0$ and $1$ and $T$ constant, the upper off-diagonal entry of $H$ is

$$H_{01}=1+e^{ik}=2\cos(k/2)\,e^{ik/2},$$

and $H_{10}$ is its conjugate. Hence $Hu=2\cos(k/2)\,u$. The proof checks this using the half-angle phases, whose product is $1$.

```lean
/-- The function `2 cos(k/2)` has derivative `-sin(k/2)`, which equals the expectation value of
`-i[X, W]` in `cellState k`, where `W` is `hop` dressed with sites at 0 and 1. -/
theorem chain_velocity (k : ℝ) :
    HasDerivAt (fun q : ℝ => 2 * Real.cos (q / 2)) (-Real.sin (k / 2)) k ∧
      ((-Real.sin (k / 2) : ℝ) : ℂ) = expect (cellState k) ((-I) •
        (position ![0, 1] * dressed ![0, 1] hop k
          - dressed ![0, 1] hop k * position ![0, 1])) := by
  have hd : HasDerivAt (fun q : ℝ => 2 * Real.cos (q / 2)) (-Real.sin (k / 2)) k := by
    have h := (((hasDerivAt_id k).div_const 2).cos).const_mul 2
    refine h.congr_deriv ?_
    simp only [id]
    ring
  obtain ⟨hH, hu, hn, -⟩ := band_velocity_witness k
  obtain ⟨v, hv, e⟩ := commutator_velocity (T := fun _ => hop) (T' := 0)
    (E := fun q => 2 * Real.cos (q / 2)) hH (fun i j => hasDerivAt_const k (hop i j)) hu hn
    (fun q => (band_velocity_witness q).2.2.2)
  have h0 : expect (cellState k) 0 = 0 := by simp [expect]
  refine ⟨hd, ?_⟩
  rw [hd.unique hv, e, h0, zero_add]

end

end NonlocalBandVelocity
```

Here $T'=0$, so the commutator must supply the whole velocity. Directly,

$$\langle u,-i[X,W]u\rangle=\operatorname{Re}\left(i e^{ik/2}\right)=-\sin(k/2),$$

which is the derivative of $2\cos(k/2)$. Lean reaches the same equality by applying `commutator_velocity` and uniqueness of derivatives. At $k=0$ the correction vanishes although $[X,W]\neq0$: the criterion concerns the expectation value in the state, not the commutator itself.

```lean
#print axioms NonlocalBandVelocity.bare_velocity_iff
-- 'NonlocalBandVelocity.bare_velocity_iff' depends on axioms: [propext, Classical.choice, Quot.sound]
#print axioms NonlocalBandVelocity.commutator_velocity
-- 'NonlocalBandVelocity.commutator_velocity' depends on axioms: [propext, Classical.choice, Quot.sound]
#print axioms NonlocalBandVelocity.local_potential
-- 'NonlocalBandVelocity.local_potential' depends on axioms: [propext, Classical.choice, Quot.sound]
#print axioms NonlocalBandVelocity.chain_velocity
-- 'NonlocalBandVelocity.chain_velocity' depends on axioms: [propext, Classical.choice, Quot.sound]
```
